# Decay of a two-level system into a Lorentzian reservoir, for 0 < 2g < k

An excited two-level system loses its single excitation to a reservoir that remembers the recent past. Take a memory that fades as exp(-2t), and let the excited-state amplitude, in the frame rotating at the transition frequency, start at c(0) = 1 and obey

c'(t) = -(3/4) ∫₀ᵗ exp(-2(t-s)) c(s) ds.

The solution is a sum of two exponentials:

c(t) = (3/2) exp(-t/2) - (1/2) exp(-3t/2).

Indeed, the integral is exp(-t/2) - exp(-3t/2), and -3/4 times this is c'(t). The decay starts at rate zero, because there is no past yet. Later the slower exponential dominates, and the decay rate of the population c² tends to 1.

In the general case treated here, the reservoir has a Lorentzian spectrum centred on the transition frequency, with half width k at half maximum, in angular frequency, and g is the population decay rate that a very broad reservoir would give. This g is a rate, not the coupling frequency that often bears the letter. The example has k = 2 and g = 3/4. For 0 < 2g < k the memory fades fast enough for the amplitude to decay without oscillating. The boundary case 2g = k does not oscillate either, but it is left out because the closed form below would divide by zero there.

```lean
import Mathlib

open Filter Topology

namespace LorentzianReservoirDecay

noncomputable section
```

The two damping constants of the amplitude differ by d = √(k² - 2gk), called `splitting`.

```lean
/-- The splitting `d = √(k² - 2gk)` of the two damping constants, for `2gk ≤ k²`. -/
def splitting (g k : ℝ) : ℝ := Real.sqrt (k ^ 2 - 2 * g * k)
```

The proposed amplitude, in the frame rotating at the transition frequency, is

c(t) = exp(-kt/2) (cosh(dt/2) + (k/d) sinh(dt/2)).

```lean
/-- The closed-form excited-state amplitude for broad-reservoir population decay rate `g` and
reservoir width `k`, on the domain where the splitting `d` is nonzero. -/
def amplitude (g k t : ℝ) : ℝ :=
  Real.exp (-(k * t / 2)) * (Real.cosh (splitting g k * t / 2)
    + k / splitting g k * Real.sinh (splitting g k * t / 2))
```

For any real amplitude y, `memory` is its exponentially weighted past, written m(t) below.

```lean
/-- The memory integral `∫₀ᵗ exp(-k(t-s)) y(s) ds` of an amplitude `y`. -/
def memory (k : ℝ) (y : ℝ → ℝ) (t : ℝ) : ℝ :=
  ∫ s in (0 : ℝ)..t, Real.exp (-(k * (t - s))) * y s
```

The population c² has the time-local decay rate -2c'/c. The code takes the actual derivative of c here.

```lean
/-- The time-local decay rate `-2c'(t)/c(t)` of the population, where `c(t) ≠ 0`. -/
def decayRate (g k t : ℝ) : ℝ :=
  -2 * deriv (amplitude g k) t / amplitude g k t
```

The memory equation of part (e) is the starting point. Its derivation from a Hamiltonian, with resonant rotating-wave coupling to an initially empty reservoir whose Lorentzian spectral density extends over all frequencies, negative ones included, is assumed.

## (a) Size of the splitting

Show that, for 0 < 2g < k,

0 < d < k and d² = k² - 2gk.

The radicand is k(k - 2g) > 0, so d is positive and squares to it. Since 2gk > 0, d² < k², hence d < k. In Lean, `nlinarith` proves that the radicand is positive and that d < k.

```lean
/-- For `0 < 2g < k` the splitting is positive, smaller than the reservoir width `k`,
and its square is `k² - 2gk`. -/
theorem splitting_spec {g k : ℝ} (hg : 0 < g) (hk : 2 * g < k) :
    0 < splitting g k ∧ splitting g k < k ∧ splitting g k ^ 2 = k ^ 2 - 2 * g * k := by
  have hk0 : 0 < k := by linarith
  have hpos : 0 < k ^ 2 - 2 * g * k := by nlinarith [mul_pos hk0 (sub_pos.2 hk)]
  have hsq : splitting g k ^ 2 = k ^ 2 - 2 * g * k := Real.sq_sqrt hpos.le
  have hd : 0 < splitting g k := Real.sqrt_pos.2 hpos
  exact ⟨hd, by nlinarith [mul_pos hg hk0], hsq⟩
```

## (b) Derivative of the amplitude

Show that

c'(t) = -(gk/d) exp(-kt/2) sinh(dt/2).

By the product rule, the cosh terms -k/2 and +k/2 cancel. The sinh terms leave

c'(t) = exp(-kt/2) sinh(dt/2) (d² - k²)/(2d),

and d² - k² = -2gk. `HasDerivAt f v t` says that f is differentiable at t with derivative v. The final `linear_combination` does the cancellation, using `hsq` for d² and `hq` for d·d⁻¹ = 1.

```lean
/-- For `0 < 2g < k` the amplitude changes at the rate
`-(gk/d) exp(-kt/2) sinh(dt/2)`. -/
theorem hasDerivAt_amplitude {g k : ℝ} (hg : 0 < g) (hk : 2 * g < k) (t : ℝ) :
    HasDerivAt (amplitude g k) (-(g * k / splitting g k) * Real.exp (-(k * t / 2))
      * Real.sinh (splitting g k * t / 2)) t := by
  obtain ⟨hd, -, hsq⟩ := splitting_spec hg hk
  have hq : splitting g k * (splitting g k)⁻¹ = 1 := mul_inv_cancel₀ hd.ne'
  have hl (a : ℝ) : HasDerivAt (fun s : ℝ => a * s / 2) (a / 2) t := by
    simpa using ((hasDerivAt_id t).const_mul a).div_const 2
  have hc := (hl k).fun_neg.exp.fun_mul ((hl (splitting g k)).cosh.fun_add
    ((hl (splitting g k)).sinh.const_mul (k / splitting g k)))
  refine hc.congr_deriv ?_
  -- the cosh terms cancel, and the sinh terms combine through `d² = k² - 2gk`
  linear_combination
    Real.exp (-(k * t / 2)) * Real.cosh (splitting g k * t / 2) * k / 2 * hq
    + Real.exp (-(k * t / 2)) * Real.sinh (splitting g k * t / 2)
      * (splitting g k)⁻¹ / 2 * hsq
    - Real.exp (-(k * t / 2)) * Real.sinh (splitting g k * t / 2)
      * splitting g k / 2 * hq
```

## (c) Positivity

Show that c(t) > 0 for t ≥ 0.

The exponential and the cosh are positive, k/d is positive, and sinh(dt/2) ≥ 0. The rate -2c'/c therefore never divides by zero at these times.

```lean
/-- For `0 < 2g < k` the amplitude is positive at all times `t ≥ 0`. -/
theorem amplitude_pos {g k t : ℝ} (hg : 0 < g) (hk : 2 * g < k) (ht : 0 ≤ t) :
    0 < amplitude g k t := by
  obtain ⟨hd, hdk, -⟩ := splitting_spec hg hk
  have hs : 0 ≤ Real.sinh (splitting g k * t / 2) :=
    Real.sinh_nonneg_iff.2 (by positivity)
  exact mul_pos (Real.exp_pos _) (add_pos_of_pos_of_nonneg (Real.cosh_pos _)
    (mul_nonneg (div_pos (hd.trans hdk) hd).le hs))
```

## (d) Factoring the memory kernel

Show that

m(t) = exp(-kt) ∫₀ᵗ exp(ks) y(s) ds.

Write exp(-k(t-s)) = exp(-kt) exp(ks) and take the first factor out of the integral, as `integral_const_mul` does.

```lean
/-- The memory integral of `y` equals `exp(-kt)` times `∫₀ᵗ exp(ks) y(s) ds`. -/
theorem memory_eq (k : ℝ) (y : ℝ → ℝ) (t : ℝ) :
    memory k y t = Real.exp (-(k * t)) * ∫ s in (0 : ℝ)..t, Real.exp (k * s) * y s := by
  unfold memory
  rw [← intervalIntegral.integral_const_mul]
  refine intervalIntegral.integral_congr fun s _ => ?_
  have h : Real.exp (-(k * (t - s))) = Real.exp (-(k * t)) * Real.exp (k * s) := by
    rw [← Real.exp_add]; congr 1; ring
  simp only [h]
  ring
```

## (e) The memory equation

Show that the closed form satisfies

c'(t) = -(gk/2) ∫₀ᵗ exp(-k(t-s)) c(s) ds.

Let F(s) = (2/d) exp(ks/2) sinh(ds/2). Then

F'(s) = exp(ks/2) (cosh(ds/2) + (k/d) sinh(ds/2)) = exp(ks) c(s),

and F(0) = 0. By (d), the memory integral of c is

exp(-kt) F(t) = (2/d) exp(-kt/2) sinh(dt/2).

Multiplying by -gk/2 gives the derivative found in (b). In the code, `hF` is the antiderivative and `hint` the evaluated integral. The theorem holds for every real t; the physics uses t ≥ 0.

```lean
/-- For `0 < 2g < k` the amplitude obeys the memory equation
`c'(t) = -(gk/2) ∫₀ᵗ exp(-k(t-s)) c(s) ds`. -/
theorem amplitude_memory_equation {g k : ℝ} (hg : 0 < g) (hk : 2 * g < k) (t : ℝ) :
    HasDerivAt (amplitude g k) (-(g * k / 2) * memory k (amplitude g k) t) t := by
  have hd := (splitting_spec hg hk).1
  have hq : splitting g k * (splitting g k)⁻¹ = 1 := mul_inv_cancel₀ hd.ne'
  have hcont : Continuous (amplitude g k) :=
    continuous_iff_continuousAt.2 fun s => (hasDerivAt_amplitude hg hk s).continuousAt
  -- an explicit antiderivative of `exp(ks) c(s)`
  have hF (s : ℝ) : HasDerivAt (fun s : ℝ => 2 / splitting g k *
      (Real.exp (k * s / 2) * Real.sinh (splitting g k * s / 2)))
      (Real.exp (k * s) * amplitude g k s) s := by
    have hl (a : ℝ) : HasDerivAt (fun s : ℝ => a * s / 2) (a / 2) s := by
      simpa using ((hasDerivAt_id s).const_mul a).div_const 2
    have he : Real.exp (k * s) * Real.exp (-(k * s / 2)) = Real.exp (k * s / 2) := by
      rw [← Real.exp_add]; congr 1; ring
    refine (((hl k).exp.fun_mul (hl (splitting g k)).sinh).const_mul
      (2 / splitting g k)).congr_deriv ?_
    unfold amplitude
    linear_combination Real.exp (k * s / 2) * Real.cosh (splitting g k * s / 2) * hq
      - (Real.cosh (splitting g k * s / 2)
        + k / splitting g k * Real.sinh (splitting g k * s / 2)) * he
  have hint : ∫ s in (0 : ℝ)..t, Real.exp (k * s) * amplitude g k s =
      2 / splitting g k * (Real.exp (k * t / 2) * Real.sinh (splitting g k * t / 2)) := by
    have hi : Continuous fun s : ℝ => Real.exp (k * s) * amplitude g k s := by fun_prop
    rw [intervalIntegral.integral_eq_sub_of_hasDerivAt (fun s _ => hF s)
      (hi.intervalIntegrable _ _)]
    simp
  have he : Real.exp (-(k * t)) * Real.exp (k * t / 2) = Real.exp (-(k * t / 2)) := by
    rw [← Real.exp_add]; congr 1; ring
  refine (hasDerivAt_amplitude hg hk t).congr_deriv ?_
  rw [memory_eq, hint]
  linear_combination g * k / splitting g k * Real.sinh (splitting g k * t / 2) * he
```

## (f) Exponential modes

Let y be continuous and obey the memory equation for t > 0, and let r be a real root of r² + kr + gk/2 = 0. Show that, for t ≥ 0,

y(t) + r m(t) = y(0) exp(rt).

Differentiating (d) gives m' = y - km, while y' = -(gk/2)m. Hence

(y + rm)' = ry - (gk/2 + rk)m = ry + r²m = r(y + rm).

Since m(0) = 0, the initial value is y(0). Lean proves m' as `hm`, multiplies the mode by exp(-rt), finds zero derivative in `hw`, and concludes with the mean value theorem.

```lean
/-- If a continuous `y` obeys the memory equation for `t > 0` and `r² + kr + gk/2 = 0`, then `y`
plus `r` times its memory integral equals `y(0) exp(rt)` at all times `t ≥ 0`. -/
theorem exponential_mode {g k r : ℝ} {y : ℝ → ℝ} (hr : r ^ 2 + k * r + g * k / 2 = 0)
    (hy : Continuous y)
    (heq : ∀ t, 0 < t → HasDerivAt y (-(g * k / 2) * memory k y t) t)
    {t : ℝ} (ht : 0 ≤ t) : y t + r * memory k y t = y 0 * Real.exp (r * t) := by
  have hl (a s : ℝ) : HasDerivAt (fun u : ℝ => a * u) a s := by
    simpa using (hasDerivAt_id s).const_mul a
  -- the memory integral obeys `m' = y - k m`
  have hm (s : ℝ) : HasDerivAt (memory k y) (y s - k * memory k y s) s := by
    have hi : Continuous fun u : ℝ => Real.exp (k * u) * y u := by fun_prop
    have hI := intervalIntegral.integral_hasDerivAt_right (hi.intervalIntegrable 0 s)
      (hi.stronglyMeasurableAtFilter _ _) hi.continuousAt
    have h1 : Real.exp (-(k * s)) * Real.exp (k * s) = 1 := by
      rw [← Real.exp_add]; simp
    have h := (hl k s).fun_neg.exp.fun_mul hI
    refine (h.congr_of_eventuallyEq
      (Eventually.of_forall (memory_eq k y))).congr_deriv ?_
    rw [memory_eq]
    linear_combination y s * h1
  have hmc : Continuous (memory k y) :=
    continuous_iff_continuousAt.2 fun s => (hm s).continuousAt
  have hm0 : memory k y 0 = 0 := by simp [memory]
  rcases ht.eq_or_lt with rfl | ht
  · simp [hm0]
  -- after removing the exponential, the mode has zero derivative
  have hw (s : ℝ) (hs : 0 < s) : HasDerivAt
      (fun u => Real.exp (-(r * u)) * (y u + r * memory k y u)) 0 s := by
    refine ((hl r s).fun_neg.exp.fun_mul
      ((heq s hs).fun_add ((hm s).const_mul r))).congr_deriv ?_
    linear_combination -Real.exp (-(r * s)) * memory k y s * hr
  obtain ⟨x, -, hx⟩ := exists_hasDerivAt_eq_slope
    (fun u => Real.exp (-(r * u)) * (y u + r * memory k y u)) (fun _ => 0) ht
    (by fun_prop) (fun s hs => hw s hs.1)
  rcases div_eq_zero_iff.1 hx.symm with h | h
  · have h' : Real.exp (-(r * t)) * (y t + r * memory k y t)
        - Real.exp (-(r * 0)) * (y 0 + r * memory k y 0) = 0 := h
    simp only [hm0, mul_zero, neg_zero, Real.exp_zero, add_zero, one_mul] at h'
    have h2 : Real.exp (r * t) * Real.exp (-(r * t)) = 1 := by
      rw [← Real.exp_add]; simp
    linear_combination Real.exp (r * t) * h' - (y t + r * memory k y t) * h2
  · linarith
```

## (g) Uniqueness

Show that every continuous y with y(0) = 1 that obeys the memory equation for t > 0 satisfies

y(t) = c(t) for t ≥ 0.

The roots in (f) are r = (-k ± d)/2. For each root, y and c have the same mode exp(rt), because both start at 1. Let M be the difference of their memory integrals. Then

y - c + rM = 0

for both roots. Subtracting gives dM = 0, so M = 0 and y = c. The four modes are `a1`, `a2`, `b1` and `b2`. Continuity is required on the whole real line, but the equation only at positive times.

```lean
/-- For `0 < 2g < k`, every continuous solution of the memory equation that starts at `1`
equals the closed-form amplitude at all times `t ≥ 0`. -/
theorem amplitude_unique {g k : ℝ} (hg : 0 < g) (hk : 2 * g < k) {y : ℝ → ℝ}
    (hy : Continuous y) (h0 : y 0 = 1)
    (heq : ∀ t, 0 < t → HasDerivAt y (-(g * k / 2) * memory k y t) t)
    {t : ℝ} (ht : 0 ≤ t) : y t = amplitude g k t := by
  obtain ⟨hd, -, hsq⟩ := splitting_spec hg hk
  have hc : Continuous (amplitude g k) :=
    continuous_iff_continuousAt.2 fun s => (hasDerivAt_amplitude hg hk s).continuousAt
  have hA : amplitude g k 0 = 1 := by simp [amplitude]
  have hp : ((-k + splitting g k) / 2) ^ 2 + k * ((-k + splitting g k) / 2)
      + g * k / 2 = 0 := by linear_combination hsq / 4
  have hn : ((-k - splitting g k) / 2) ^ 2 + k * ((-k - splitting g k) / 2)
      + g * k / 2 = 0 := by linear_combination hsq / 4
  have a1 := exponential_mode hp hy heq ht
  have a2 := exponential_mode hn hy heq ht
  have b1 := exponential_mode hp hc (fun s _ => amplitude_memory_equation hg hk s) ht
  have b2 := exponential_mode hn hc (fun s _ => amplitude_memory_equation hg hk s) ht
  rw [h0] at a1 a2
  rw [hA] at b1 b2
  -- two distinct modes fix both the memory integral and the amplitude
  have hM : splitting g k * (memory k y t - memory k (amplitude g k) t) = 0 := by
    linear_combination a1 - b1 - a2 + b2
  have hM' := (mul_eq_zero.1 hM).resolve_left hd.ne'
  linear_combination a1 - b1 - (-k + splitting g k) / 2 * hM'
```

## (h) The rate at finite times

Show that, for t ≥ 0,

-2c'(t)/c(t) = 2gk (1 - exp(-dt)) / ((k + d) - (k - d) exp(-dt)).

From (b), the rate is

2gk sinh(dt/2) / (d cosh(dt/2) + k sinh(dt/2)).

Multiply numerator and denominator by 2 exp(-dt/2). The new denominator equals 2d + (k - d)(1 - exp(-dt)), which is positive. Lean cross-multiplies with `div_eq_div_iff` and expands sinh and cosh.

```lean
/-- For `0 < 2g < k` and `t ≥ 0` the decay rate is
`2gk (1 - exp(-dt)) / ((k + d) - (k - d) exp(-dt))`. -/
theorem decayRate_eq {g k t : ℝ} (hg : 0 < g) (hk : 2 * g < k) (ht : 0 ≤ t) :
    decayRate g k t = 2 * g * k * (1 - Real.exp (-(splitting g k * t))) /
      ((k + splitting g k) - (k - splitting g k) * Real.exp (-(splitting g k * t))) := by
  obtain ⟨hd, hdk, -⟩ := splitting_spec hg hk
  have hq : splitting g k * (splitting g k)⁻¹ = 1 := mul_inv_cancel₀ hd.ne'
  have hE : Real.exp (-(splitting g k * t)) ≤ 1 :=
    Real.exp_le_one_iff.2 (neg_nonpos.2 (mul_nonneg hd.le ht))
  have hB : (k + splitting g k)
      - (k - splitting g k) * Real.exp (-(splitting g k * t)) ≠ 0 := by
    have := mul_nonneg (sub_pos.2 hdk).le (sub_nonneg.2 hE)
    exact ne_of_gt (by linarith)
  have he : Real.exp (-(splitting g k * t / 2)) =
      Real.exp (splitting g k * t / 2) * Real.exp (-(splitting g k * t)) := by
    rw [← Real.exp_add]; congr 1; ring
  unfold decayRate
  rw [(hasDerivAt_amplitude hg hk t).deriv, div_eq_div_iff (amplitude_pos hg hk ht).ne' hB]
  unfold amplitude
  rw [Real.sinh_eq, Real.cosh_eq, he]
  linear_combination g * k * Real.exp (-(k * t / 2)) * Real.exp (splitting g k * t / 2)
    * (1 - Real.exp (-(splitting g k * t))) * (1 + Real.exp (-(splitting g k * t))) * hq
```

## (i) The long-time rate

Show that, as t → ∞,

-2c'(t)/c(t) → 2gk/(k + d).

Since d > 0, exp(-dt) → 0 in (h), and the denominator tends to k + d > 0. `Tendsto.congr'` transfers the limit, because the formula in (h) holds for all t ≥ 0.

```lean
/-- For `0 < 2g < k` the decay rate `-2c'(t)/c(t)` tends to `2gk/(k + d)` at long times. -/
theorem decayRate_tendsto {g k : ℝ} (hg : 0 < g) (hk : 2 * g < k) :
    Tendsto (decayRate g k) atTop (𝓝 (2 * g * k / (k + splitting g k))) := by
  obtain ⟨hd, hdk, -⟩ := splitting_spec hg hk
  have h : Tendsto (fun t : ℝ => Real.exp (-(splitting g k * t))) atTop (𝓝 0) :=
    Real.tendsto_exp_neg_atTop_nhds_zero.comp (tendsto_id.const_mul_atTop hd)
  have hne : (k + splitting g k) - (k - splitting g k) * 0 ≠ 0 :=
    ne_of_gt (by linarith)
  have hlim := ((h.const_sub 1).const_mul (2 * g * k)).div
    ((h.const_mul (k - splitting g k)).const_sub (k + splitting g k)) hne
  simp only [sub_zero, mul_zero, mul_one] at hlim
  refine Tendsto.congr' ?_ hlim
  filter_upwards [eventually_ge_atTop (0 : ℝ)] with t ht
  exact (decayRate_eq hg hk ht).symm
```

## (j) Comparison with the broad-reservoir rate

Show that, at all sufficiently late times,

-2c'(t)/c(t) > g.

Since d < k, we have k + d < 2k, so the limit in (i) exceeds g. The rate must then stay above g from some time on, which is the meaning of `∀ᶠ t in atTop`. It is zero at t = 0, so the restriction to late times is needed.

For this resonant, single-excitation model, second-order Redfield theory gives the late-time rate g and so underestimates the decay rate there.

```lean
/-- For `0 < 2g < k` the decay rate is strictly greater than `g` at all sufficiently
late times. -/
theorem eventually_lt_decayRate {g k : ℝ} (hg : 0 < g) (hk : 2 * g < k) :
    ∀ᶠ t in atTop, g < decayRate g k t := by
  obtain ⟨hd, hdk, -⟩ := splitting_spec hg hk
  have hlt : g < 2 * g * k / (k + splitting g k) := by
    rw [lt_div_iff₀ (by linarith)]
    nlinarith [mul_pos hg (sub_pos.2 hdk)]
  exact (decayRate_tendsto hg hk).eventually_const_lt hlt

end

end LorentzianReservoirDecay
```

```lean
#print axioms LorentzianReservoirDecay.amplitude_unique
-- 'LorentzianReservoirDecay.amplitude_unique' depends on axioms: [propext, Classical.choice, Quot.sound]
#print axioms LorentzianReservoirDecay.eventually_lt_decayRate
-- 'LorentzianReservoirDecay.eventually_lt_decayRate' depends on axioms: [propext, Classical.choice, Quot.sound]
```
